# For independent Langmuir sites, a binomial law with the rate-equation coverage solves the master equation

## Sites, rates and coverage

A surface has N equivalent adsorption sites, of which n are occupied. Each empty site fills at rate a and each occupied site empties at rate d, with a, d > 0. The total rates are therefore a(N − n) for adsorption and dn for desorption. The constant a stands for the arrival and sticking of molecules from a gas held at fixed conditions, and d for thermally activated escape. Neither depends on the neighbouring sites.

Let P_n be the probability of occupation n, with P_{−1} = P_{N+1} = 0. The master equation is gain minus loss:

dP_n/dt = a(N − n + 1)P_{n−1} + d(n + 1)P_{n+1} − [a(N − n) + dn]P_n.

The coverage θ(t) obeys the Langmuir rate equation

θ' = a(1 − θ) − dθ.

The binomial law with site probability x is

P_n(x) = C(N,n) xⁿ (1 − x)^(N−n),

where C(N,n) is the binomial coefficient, equal to zero for n > N.

## The theorem and its Lean reading

If θ obeys the rate equation for all t ≥ 0 and θ(0) lies in [0,1], then at every t ≥ 0 the numbers P_n(θ(t)) are non-negative, sum to 1 and satisfy the master equation.

In Lean this is `binomial_solves_master_equation`. Its three conclusions are non-negativity for every natural n, a sum of 1 over n = 0, …, N, and the master equation for every n. The objects correspond as follows.

- `th` is θ, and `IsLangmuirCoverage a d th` is the rate equation. Derivatives are taken within `Ici 0`, the half-line [0, ∞), so they are one-sided at t = 0 and ordinary afterwards.
- `binomialLaw N x n` is P_n(x).
- `masterRHS` is the right-hand side above. The empty surface has its own branch, and the other branch is written for occupation n + 1, so its indices are shifted by one.

The total rates are postulated, not derived from a process that follows individual sites. Lateral interactions and time-dependent gas pressure are absent. The theorem concerns binomial initial laws: a surface prepared with exactly one of two sites occupied, for instance, does not start in one.

For a surface that starts empty, take θ(0) = 0. The master equation for n = 0, …, N is a finite linear system with constant coefficients, so its solution is fixed by the initial law (a standard fact, not proved in the file). The numbers P_n(θ(t)) are then the exact occupation probabilities of this model at time t, and a histogram collected at that time over many independent kinetic Monte Carlo runs can be compared with them.

## Probability currents between neighbouring occupations

Define a weight for the step between n and n + 1:

B_n = (N − n) C(N,n) xⁿ (1 − x)^(N−n−1) for n < N,

with B_n = 0 for n ≥ N and B_{−1} = 0. The definition of P_n, together with C(N,n+1)(n + 1) = C(N,n)(N − n), gives

(N − n)P_n = (1 − x)B_n,

(n + 1)P_{n+1} = xB_n.

Differentiating P_n by the product rule gives

dP_n/dx = n C(N,n) x^(n−1) (1 − x)^(N−n) − B_n = B_{n−1} − B_n,

where the first term is absent for n = 0.

Now set x = θ(t). The net current from n to n + 1 is

J_n = a(N − n)P_n − d(n + 1)P_{n+1} = [a(1 − θ) − dθ]B_n = θ'B_n.

The right-hand side of the master equation is J_{n−1} − J_n, so it equals

θ'(B_{n−1} − B_n) = θ' dP_n/dx,

which is the time derivative of P_n(θ(t)) by the chain rule.

## Bounds, normalisation and equilibrium

Write q = a/(a + d). The rate equation becomes θ' = −(a + d)(θ − q), so (θ − q)e^((a+d)t) has zero derivative and is constant. With E = e^(−(a+d)t),

θ(t) = q + (θ(0) − q)E = (1 − E)q + Eθ(0).

For t ≥ 0 we have 0 < E ≤ 1, so θ(t) is a weighted mean of two numbers in [0,1] and stays there. Hence every P_n is non-negative. The binomial theorem gives

Σ_n P_n = (θ + 1 − θ)^N = 1.

At θ = q, a(1 − q) = dq, so every J_n vanishes: this is detailed balance. As t → ∞, E → 0 and θ → q. Each P_n is a polynomial in θ, so it tends to its value at q.

## One site, and a coverage above one

For N = 1, P_1 = θ and P_0 = 1 − θ. The master equation for P_1 is then the Langmuir rate equation itself.

The same case shows what the condition on θ(0) does. If θ(0) = 2, then P_0 = −1 at t = 0. The master equation and the sum of 1 survive, but the P_n are not probabilities as long as θ(t) > 1.

## The Lean file

```lean
import Mathlib

open Set Filter Topology

namespace StochasticLangmuir

noncomputable section

/-- Binomial probability of finding `n` of `N` sites occupied when each is occupied with
probability `x`. -/
def binomialLaw (N : ℕ) (x : ℝ) (n : ℕ) : ℝ :=
  (N.choose n : ℝ) * x ^ n * (1 - x) ^ (N - n)

/-- Gain minus loss of the probability of occupation `n`, for total adsorption rate `a (N - n)`
and total desorption rate `d n`. -/
def masterRHS (a d : ℝ) (N : ℕ) (P : ℕ → ℝ) : ℕ → ℝ
  | 0 => d * P 1 - a * N * P 0
  | n + 1 => a * ((N : ℝ) - n) * P n + d * ((n : ℝ) + 2) * P (n + 2)
      - (a * ((N : ℝ) - (n + 1)) + d * ((n : ℝ) + 1)) * P (n + 1)

/-- The coverage `th` obeys the Langmuir rate equation `th' = a (1 - th) - d th` at all times
`t ≥ 0`. -/
def IsLangmuirCoverage (a d : ℝ) (th : ℝ → ℝ) : Prop :=
  ∀ t, 0 ≤ t → HasDerivWithinAt th (a * (1 - th t) - d * th t) (Ici 0) t

/-- The coverage `a / (a + d)`. -/
def eqCoverage (a d : ℝ) : ℝ := a / (a + d)

/-- The weight shared by the adsorption step `n → n + 1` and the desorption step `n + 1 → n`. -/
def bondWeight (N : ℕ) (x : ℝ) (n : ℕ) : ℝ :=
  ((N : ℝ) - n) * (N.choose n : ℝ) * x ^ n * (1 - x) ^ (N - n - 1)

/-- Choosing `n + 1` occupied sites and marking one of them is the same as choosing `n` occupied
sites and marking an empty one. -/
theorem choose_step (N n : ℕ) :
    (N.choose (n + 1) : ℝ) * ((n : ℝ) + 1) = (N.choose n : ℝ) * ((N : ℝ) - n) := by
  rcases le_or_gt n N with h | h
  · have := Nat.choose_succ_right_eq N n
    rw [← Nat.cast_sub h]
    exact_mod_cast this
  · simp [Nat.choose_eq_zero_of_lt h, Nat.choose_eq_zero_of_lt (show N < n + 1 by omega)]

/-- In the binomial law, the mean number of empty sites contributed by occupation `n` is `1 - x`
times the bond weight. -/
theorem empty_sites_weight (N n : ℕ) (x : ℝ) :
    ((N : ℝ) - n) * binomialLaw N x n = (1 - x) * bondWeight N x n := by
  unfold binomialLaw bondWeight
  rcases lt_trichotomy n N with h | h | h
  · have e : N - n = (N - n - 1) + 1 := by omega
    have hp : (1 - x) ^ (N - n) = (1 - x) ^ (N - n - 1) * (1 - x) := by
      rw [← pow_succ, ← e]
    rw [hp]
    ring
  · subst h
    simp
  · simp [Nat.choose_eq_zero_of_lt h]

/-- In the binomial law, the mean number of occupied sites contributed by occupation `n + 1` is
`x` times the bond weight. -/
theorem occupied_sites_weight (N n : ℕ) (x : ℝ) :
    ((n : ℝ) + 1) * binomialLaw N x (n + 1) = x * bondWeight N x n := by
  unfold binomialLaw bondWeight
  rw [show N - (n + 1) = N - n - 1 by omega]
  linear_combination x ^ n * x * (1 - x) ^ (N - n - 1) * choose_step N n

/-- The derivative of a binomial probability with respect to the coverage. -/
theorem hasDerivAt_binomialLaw (N n : ℕ) (x : ℝ) :
    HasDerivAt (fun y => binomialLaw N y n)
      ((n : ℝ) * (N.choose n : ℝ) * x ^ (n - 1) * (1 - x) ^ (N - n) - bondWeight N x n) x := by
  have h1 := (hasDerivAt_pow n x).const_mul (N.choose n : ℝ)
  have h2 := ((hasDerivAt_id' x).const_sub 1).fun_pow (N - n)
  have hc : (N.choose n : ℝ) * ((N - n : ℕ) : ℝ) = (N.choose n : ℝ) * ((N : ℝ) - n) := by
    rcases le_or_gt n N with h | h
    · rw [Nat.cast_sub h]
    · simp [Nat.choose_eq_zero_of_lt h]
  refine (h1.fun_mul h2).congr_deriv ?_
  unfold bondWeight
  linear_combination (-(x ^ n * (1 - x) ^ (N - n - 1))) * hc

/-- Wherever the coverage obeys the Langmuir rate equation, the binomial law with that coverage
obeys the master equation. -/
theorem binomialLaw_master {a d t : ℝ} {s : Set ℝ} {th : ℝ → ℝ} (N n : ℕ)
    (h : HasDerivWithinAt th (a * (1 - th t) - d * th t) s t) :
    HasDerivWithinAt (fun u => binomialLaw N (th u) n)
      (masterRHS a d N (binomialLaw N (th t)) n) s t := by
  refine ((hasDerivAt_binomialLaw N n (th t)).comp_hasDerivWithinAt t h).congr_deriv ?_
  cases n with
  | zero =>
    have A := empty_sites_weight N 0 (th t)
    have D := occupied_sites_weight N 0 (th t)
    simp only [Nat.cast_zero, zero_add, sub_zero, one_mul] at A D
    simp only [masterRHS, Nat.cast_zero, zero_mul, zero_sub]
    linear_combination a * A - d * D
  | succ n =>
    -- the gain term of the derivative is the weight of the bond below
    have G : ((n + 1 : ℕ) : ℝ) * (N.choose (n + 1) : ℝ) * th t ^ (n + 1 - 1)
        * (1 - th t) ^ (N - (n + 1)) = bondWeight N (th t) n := by
      unfold bondWeight
      rw [Nat.add_sub_cancel, show N - (n + 1) = N - n - 1 by omega]
      push_cast
      linear_combination th t ^ n * (1 - th t) ^ (N - n - 1) * choose_step N n
    have A := empty_sites_weight N n (th t)
    have D := occupied_sites_weight N n (th t)
    have A' := empty_sites_weight N (n + 1) (th t)
    have D' : ((n : ℝ) + 2) * binomialLaw N (th t) (n + 2)
        = th t * bondWeight N (th t) (n + 1) := by
      have := occupied_sites_weight N (n + 1) (th t)
      rw [show ((n + 1 : ℕ) : ℝ) + 1 = (n : ℝ) + 2 by push_cast; ring] at this
      exact this
    rw [G]
    push_cast at A'
    simp only [masterRHS]
    linear_combination (-a) * A + d * D + a * A' - d * D'

/-- A coverage obeying the Langmuir rate equation relaxes exponentially, with rate `a + d`,
towards `a / (a + d)`. -/
theorem coverage_eq {a d : ℝ} (ha : 0 < a) (hd : 0 < d) {th : ℝ → ℝ}
    (h : IsLangmuirCoverage a d th) {t : ℝ} (ht : 0 ≤ t) :
    th t = eqCoverage a d + (th 0 - eqCoverage a d) * Real.exp (-((a + d) * t)) := by
  have hq : eqCoverage a d * (a + d) = a := div_mul_cancel₀ a (by positivity)
  -- the integrating factor turns the rate equation into a conservation law
  have hg : ∀ u, 0 ≤ u → HasDerivWithinAt
      (fun u => (th u - eqCoverage a d) * Real.exp ((a + d) * u)) 0 (Ici 0) u := by
    intro u hu
    have he := ((hasDerivAt_id' u).const_mul (a + d)).exp
    refine (((h u hu).sub_const (eqCoverage a d)).fun_mul he.hasDerivWithinAt).congr_deriv ?_
    linear_combination (-Real.exp ((a + d) * u)) * hq
  have hc := constant_of_has_deriv_right_zero
    (fun u hu => (hg u hu.1).continuousWithinAt.mono Icc_subset_Ici_self)
    (fun u hu => (hg u hu.1).mono (Ici_subset_Ici.2 hu.1)) t ⟨ht, le_rfl⟩
  simp only [mul_zero, Real.exp_zero, mul_one] at hc
  have hE : Real.exp ((a + d) * t) * Real.exp (-((a + d) * t)) = 1 := by
    rw [← Real.exp_add, add_neg_cancel, Real.exp_zero]
  linear_combination Real.exp (-((a + d) * t)) * hc - (th t - eqCoverage a d) * hE

/-- The exponential relaxation curve starting from coverage `x` obeys the Langmuir rate
equation. -/
theorem coverage_witness {a d : ℝ} (ha : 0 < a) (hd : 0 < d) (x : ℝ) :
    IsLangmuirCoverage a d
      (fun t => eqCoverage a d + (x - eqCoverage a d) * Real.exp (-((a + d) * t))) := by
  intro t _
  have hq : eqCoverage a d * (a + d) = a := div_mul_cancel₀ a (by positivity)
  have he := ((hasDerivAt_id' t).const_mul (a + d)).fun_neg.exp
  refine ((he.const_mul (x - eqCoverage a d)).const_add
    (eqCoverage a d)).hasDerivWithinAt.congr_deriv ?_
  beta_reduce
  linear_combination hq

/-- Stochastic Langmuir kinetics: if the coverage starts in `[0, 1]` and obeys the Langmuir rate
equation, the binomial law with that coverage is, at all `t ≥ 0`, a probability distribution
that solves the master equation. -/
theorem binomial_solves_master_equation {a d : ℝ} (ha : 0 < a) (hd : 0 < d) (N : ℕ)
    {th : ℝ → ℝ} (h : IsLangmuirCoverage a d th) (h0 : th 0 ∈ Icc (0 : ℝ) 1)
    {t : ℝ} (ht : 0 ≤ t) :
    (∀ n, 0 ≤ binomialLaw N (th t) n) ∧
    ∑ n ∈ Finset.range (N + 1), binomialLaw N (th t) n = 1 ∧
    ∀ n, HasDerivWithinAt (fun u => binomialLaw N (th u) n)
      (masterRHS a d N (binomialLaw N (th t)) n) (Ici 0) t := by
  refine ⟨fun n => ?_, ?_, fun n => binomialLaw_master N n (h t ht)⟩
  · -- the coverage is a weighted mean of its initial and final values
    have hs := coverage_eq ha hd h ht
    have hF0 := Real.exp_pos (-((a + d) * t))
    have hF1 : Real.exp (-((a + d) * t)) ≤ 1 :=
      Real.exp_le_one_iff.2 (neg_nonpos.2 (by positivity))
    have hq0 : 0 ≤ eqCoverage a d := by unfold eqCoverage; positivity
    have hq1 : eqCoverage a d ≤ 1 := by
      unfold eqCoverage
      rw [div_le_one (by positivity)]
      linarith
    have h1 : 0 ≤ th t := by
      nlinarith [mul_nonneg hq0 (sub_nonneg.2 hF1), mul_nonneg h0.1 hF0.le]
    have h2 : 0 ≤ 1 - th t := by
      nlinarith [mul_nonneg (sub_nonneg.2 hq1) (sub_nonneg.2 hF1),
        mul_nonneg (sub_nonneg.2 h0.2) hF0.le]
    unfold binomialLaw
    positivity
  · have hb := add_pow (th t) (1 - th t) N
    rw [add_sub_cancel, one_pow] at hb
    refine Eq.trans (Finset.sum_congr rfl fun n _ => ?_) hb.symm
    unfold binomialLaw
    ring

/-- Detailed balance: in the binomial law with coverage `a / (a + d)`, the adsorption flux from
`n` to `n + 1` equals the desorption flux back. -/
theorem detailed_balance {a d : ℝ} (ha : 0 < a) (hd : 0 < d) (N n : ℕ) :
    a * ((N : ℝ) - n) * binomialLaw N (eqCoverage a d) n
      = d * ((n : ℝ) + 1) * binomialLaw N (eqCoverage a d) (n + 1) := by
  have hq : eqCoverage a d * (a + d) = a := div_mul_cancel₀ a (by positivity)
  linear_combination a * empty_sites_weight N n (eqCoverage a d)
    - d * occupied_sites_weight N n (eqCoverage a d) - bondWeight N (eqCoverage a d) n * hq

/-- At long times the binomial law with a Langmuir coverage tends to the binomial law with
coverage `a / (a + d)`. -/
theorem tendsto_equilibrium {a d : ℝ} (ha : 0 < a) (hd : 0 < d) (N n : ℕ) {th : ℝ → ℝ}
    (h : IsLangmuirCoverage a d th) :
    Tendsto (fun t => binomialLaw N (th t) n) atTop
      (𝓝 (binomialLaw N (eqCoverage a d) n)) := by
  have hF : Tendsto (fun t : ℝ => Real.exp (-((a + d) * t))) atTop (𝓝 0) :=
    Real.tendsto_exp_neg_atTop_nhds_zero.comp (tendsto_id.const_mul_atTop (add_pos ha hd))
  have hl := (hF.const_mul (th 0 - eqCoverage a d)).const_add (eqCoverage a d)
  simp only [mul_zero, add_zero] at hl
  have hth : Tendsto th atTop (𝓝 (eqCoverage a d)) :=
    hl.congr' ((eventually_ge_atTop 0).mono fun t ht => (coverage_eq ha hd h ht).symm)
  have hcont : Continuous (fun x => binomialLaw N x n) := by
    unfold binomialLaw
    fun_prop
  exact (hcont.tendsto (eqCoverage a d)).comp hth

end

end StochasticLangmuir
```

```lean
#print axioms StochasticLangmuir.binomial_solves_master_equation
-- 'StochasticLangmuir.binomial_solves_master_equation' depends on axioms: [propext, Classical.choice, Quot.sound]
#print axioms StochasticLangmuir.detailed_balance
-- 'StochasticLangmuir.detailed_balance' depends on axioms: [propext, Classical.choice, Quot.sound]
#print axioms StochasticLangmuir.tendsto_equilibrium
-- 'StochasticLangmuir.tendsto_equilibrium' depends on axioms: [propext, Classical.choice, Quot.sound]
```

## How the Lean proof follows the calculation

`choose_step` is the binomial-coefficient identity. `empty_sites_weight` and `occupied_sites_weight` are the two relations between P_n and B_n, with `bondWeight` for B_n. `hasDerivAt_binomialLaw` is the product-rule derivative, its first term not yet rewritten as B_{n−1}.

`binomialLaw_master` applies the chain rule and treats the empty surface separately. For occupation n + 1, the step `G` identifies the first term of the derivative with the weight B_n. The facts `A` and `D` describe the step below this occupation, `A'` and `D'` the step above. The final `linear_combination` adds them with coefficients ±a and ±d, which is the difference of currents. This lemma needs neither positive rates nor a bounded coverage.

`coverage_eq` carries out the integrating-factor argument: `hg` is the zero derivative and `hc` the resulting equality of the values at times t and 0. The main theorem then obtains 0 ≤ θ and 0 ≤ 1 − θ with `nlinarith`, from the non-negative products in the weighted mean, and takes normalisation from `add_pow`.

`coverage_witness` checks that the exponential curve obeys the rate equation for any starting value, so suitable coverages exist. `detailed_balance` combines the two weight relations at coverage q, and `tendsto_equilibrium` combines the explicit solution with continuity of the binomial law.
